# A Cotlar–Stein bound on the norm of a finite sum of Hermitian matrices

## Two levels and a high power

Take a two-level Hamiltonian \(H=E_0P_0+E_1P_1\), where \(P_0,P_1\) project onto orthogonal levels and \(E_0,E_1\) are real. The triangle inequality gives \(\|H\|\le|E_0|+|E_1|\), but the norm is only \(M=\max(|E_0|,|E_1|)\).

High powers recover the lost information. Since \(P_0P_1=0\), all mixed products vanish and \(H^m=E_0^mP_0+E_1^mP_1\) for \(m\ge1\). The triangle inequality now gives \(\|H\|^m=\|H^m\|\le 2M^m\), and the \(m\)-th root removes the factor 2 as \(m\to\infty\). The same method works when the products of different terms are small but not zero.

## When the terms of a Hamiltonian accumulate

For a Hamiltonian \(\sum_iA_i\) with many terms, the question is whether its largest absolute energy grows with their number. The bound below controls this growth through the size of the products \(A_iA_j\), and terms that act in different places need not have small products. The fields \(Z\otimes1\) and \(1\otimes Z\) on two spins each have norm 1, and their sum has norm 2. They commute, but their product \(Z\otimes Z\) has norm 1.

Hopping of one particle on a chain behaves differently. Bond terms \(t(|x\rangle\langle x+1|+|x+1\rangle\langle x|)\), with hopping amplitude \(t\) and orthonormal site states, have zero product unless they share a site. Each bond therefore has a nonzero product with at most three bonds, itself included, and the bound below gives \(\|H\|\le3|t|\) for any finite length. This is a valid spectral window for a Chebyshev expansion of the one-particle Hamiltonian, but not the narrowest one: each row of its matrix has at most two nonzero entries, of size \(|t|\), so the largest absolute row sum already gives \(\|H\|\le2|t|\).

## The inequality and its conventions

For a nonempty finite family of Hermitian matrices of equal size, `cotlar_stein_hermitian` states

\[
\Big\|\sum_iA_i\Big\|\le\max_i\sum_j\sqrt{\|A_iA_j\|}.
\]

The sum over \(j\) includes \(j=i\). The type `ι` labels the terms and `n` labels the basis states; in `chain_bound` and `le_of_power_growth`, `n` is instead an exponent. The norm is the operator norm belonging to the Euclidean vector norm, which for a Hermitian matrix with at least one row is the largest absolute eigenvalue. `Finset.univ.sup'` is the maximum over the labels, and `star` is the adjoint, written \(\dagger\) in physics and \(*\) here.

The more general `cotlar_stein` needs no Hermiticity. It holds in a unital ring `R` whose norm satisfies \(\|x^*x\|=\|x\|^2\), such as the square complex matrices, and bounds the norm by \(\sqrt{ba}\), where

\[
b=\max_i\sum_j\sqrt{\|T_iT_j^*\|},\qquad
a=\max_i\sum_j\sqrt{\|T_i^*T_j\|}.
\]

Both maxima are instances of `overlapBound`. The family is finite throughout, so convergence of an infinite series of operators is not addressed. For a Hamiltonian on an infinite-dimensional space, the step from its matrix in a finite basis to the operator itself needs a separate argument.

## Why Hermiticity enters

Take the single term \(A=|0\rangle\langle1|\), with orthonormal \(|0\rangle,|1\rangle\). Then \(\|A\|=1\) but \(A^2=0\), so the right-hand side of the Hermitian inequality is 0. The inequality thus fails for arbitrary square matrices. Since this \(A\) is not normal, the example says nothing against an extension to normal matrices.

## Derivation by long products

Let \(S=\sum_iT_i\) and let \(K\) bound every \(\|T_i\|\). The first claim is that, for every \(Y\), \(i\) and \(n\ge0\),

\[
\|YT_i(S^*S)^n\|\le\sqrt K\,\sqrt{\|Y\|\,\|YT_i\|}\,(ba)^n .
\]

For \(n=0\), multiply \(\|YT_i\|\le\|Y\|K\) by \(\|YT_i\|\) and take the root. For the step from \(n\) to \(n+1\), expand one factor:

\[
YT_i(S^*S)^{n+1}=\sum_{j,k}YT_iT_j^*T_k(S^*S)^n .
\]

Apply the claim for \(n\) to each summand, with \(YT_iT_j^*\) in place of \(Y\) and \(k\) in place of \(i\). Two groupings of the factors give

\[
\|YT_iT_j^*\|\le\|Y\|\,\|T_iT_j^*\|,\qquad
\|YT_iT_j^*T_k\|\le\|YT_i\|\,\|T_j^*T_k\|.
\]

The root of their product contains \(\sqrt{\|T_iT_j^*\|}\sqrt{\|T_j^*T_k\|}\). Summing over \(k\) gives at most \(a\), and then summing over \(j\) gives at most \(b\). This is the new factor \(ba\).

Now put \(H=S^*S\), so that \(\|H\|=\|S\|^2\). Since \(H^*=H\), we have \(\|H^{2m}\|=\|(H^m)^*H^m\|=\|H^m\|^2\), and repeated doubling gives \(\|H^{2^k}\|=\|H\|^{2^k}\). For \(n+1=2^k\), write \(H^{n+1}=\sum_iS^*T_iH^n\) and use the claim with \(Y=S^*\):

\[
\|H\|^{n+1}\le C(ba)^n,\qquad
C=\sum_i\sqrt K\sqrt{\|S^*\|\,\|S^*T_i\|}.
\]

If \(\|H\|>ba\), division by \(\|H\|^n\) gives \(\|H\|\le C(ba/\|H\|)^n\), whose right-hand side tends to zero. This is a contradiction, so \(\|S\|^2\le ba\). For Hermitian terms \(a=b\), which gives the first inequality.

## Orthogonal terms and few overlaps

Let the terms \(A_i\) be Hermitian again, with \(S=\sum_iA_i\). If \(A_iA_j=0\) for all \(i\ne j\), row \(i\) reduces to \(\sqrt{\|A_i^2\|}=\|A_i\|\), so \(\|S\|\le\max_i\|A_i\|\). Conversely, \(A_iS=A_i^2\) gives \(\|A_i\|^2\le\|A_i\|\,\|S\|\), hence \(\|A_i\|\le\|S\|\); this is trivial when \(A_i=0\). The two norms are therefore equal.

If instead \(\|A_i\|\le h\) for all \(i\), and each term has a nonzero product with at most \(k\) terms, a row has at most \(k\) nonzero entries. Each is at most \(\sqrt{h^2}=h\), so \(\|S\|\le kh\).

## The complete Lean development

```lean
import Mathlib

open scoped Matrix.Norms.L2Operator Kronecker

namespace CotlarStein

noncomputable section

variable {R ι : Type*} [NormedRing R] [StarRing R] [Fintype ι]

/-- The largest row sum of the square roots of the norms `‖G i j‖`, for a table `G` of
pairwise products of terms. -/
def overlapBound [Nonempty ι] (G : ι → ι → R) : ℝ :=
  Finset.univ.sup' Finset.univ_nonempty fun i => ∑ j, √‖G i j‖

/-- Long products of terms: if the row sums of `√‖Tᵢ* Tⱼ‖` and `√‖Tᵢ Tⱼ*‖` are at most `a` and `b`,
and all terms have norm at most `K`, then, with `S = ∑ Tⱼ`, every `Y` and `i` satisfy
`‖Y Tᵢ (S* S)ⁿ‖ ≤ √K √(‖Y‖ ‖Y Tᵢ‖) (b a)ⁿ`. -/
theorem chain_bound (T : ι → R) {a b K : ℝ} (hK : ∀ i, ‖T i‖ ≤ K)
    (ha : ∀ i, ∑ j, √‖star (T i) * T j‖ ≤ a)
    (hb : ∀ i, ∑ j, √‖T i * star (T j)‖ ≤ b) (n : ℕ) :
    ∀ (Y : R) (i : ι), ‖Y * T i * (star (∑ j, T j) * ∑ j, T j) ^ n‖
      ≤ √K * √(‖Y‖ * ‖Y * T i‖) * (b * a) ^ n := by
  induction n with
  | zero =>
    intro Y i
    simp only [pow_zero, mul_one]
    rw [← Real.sqrt_mul ((norm_nonneg _).trans (hK i))]
    apply Real.le_sqrt_of_sq_le
    have h : ‖Y * T i‖ ≤ ‖Y‖ * K :=
      (norm_mul_le Y (T i)).trans (mul_le_mul_of_nonneg_left (hK i) (norm_nonneg Y))
    nlinarith [mul_le_mul_of_nonneg_right h (norm_nonneg (Y * T i))]
  | succ n ih =>
    intro Y i
    have ha0 : 0 ≤ a := (Finset.sum_nonneg fun j _ => Real.sqrt_nonneg _).trans (ha i)
    have hb0 : 0 ≤ b := (Finset.sum_nonneg fun j _ => Real.sqrt_nonneg _).trans (hb i)
    have hp : 0 ≤ (b * a) ^ n := pow_nonneg (mul_nonneg hb0 ha0) n
    have expand : ∀ X P : R, X * (star (∑ j, T j) * (∑ j, T j) * P)
        = ∑ j, ∑ k, X * star (T j) * T k * P := by
      intro X P
      have h1 : X * ∑ j, star (T j) = ∑ j, X * star (T j) := Finset.mul_sum _ _ _
      rw [star_sum, ← mul_assoc, ← mul_assoc, h1, Finset.sum_mul, Finset.sum_mul]
      refine Finset.sum_congr rfl fun j _ => ?_
      rw [Finset.mul_sum, Finset.sum_mul]
    obtain ⟨D, hD⟩ : ∃ D, D = √K * √(‖Y‖ * ‖Y * T i‖) * (b * a) ^ n := ⟨_, rfl⟩
    have hD0 : 0 ≤ D := by
      rw [hD]
      exact mul_nonneg (mul_nonneg (Real.sqrt_nonneg _) (Real.sqrt_nonneg _)) hp
    rw [pow_succ', expand]
    calc _ ≤ ∑ j, ∑ k, ‖Y * T i * star (T j) * T k * (star (∑ j, T j) * ∑ j, T j) ^ n‖ :=
          (norm_sum_le _ _).trans (Finset.sum_le_sum fun j _ => norm_sum_le _ _)
      _ ≤ ∑ j, ∑ k, D * (√‖T i * star (T j)‖ * √‖star (T j) * T k‖) := by
          refine Finset.sum_le_sum fun j _ => Finset.sum_le_sum fun k _ => (ih _ k).trans ?_
          -- the two ways of grouping neighbouring factors
          have h1 : ‖Y * T i * star (T j)‖ ≤ ‖Y‖ * ‖T i * star (T j)‖ := by
            rw [mul_assoc]; exact norm_mul_le _ _
          have h2 : ‖Y * T i * star (T j) * T k‖ ≤ ‖Y * T i‖ * ‖star (T j) * T k‖ := by
            rw [mul_assoc (Y * T i)]; exact norm_mul_le _ _
          have h3 : √(‖Y * T i * star (T j)‖ * ‖Y * T i * star (T j) * T k‖)
              ≤ √(‖Y‖ * ‖Y * T i‖) * (√‖T i * star (T j)‖ * √‖star (T j) * T k‖) := by
            rw [← Real.sqrt_mul (norm_nonneg (T i * star (T j))),
              ← Real.sqrt_mul (mul_nonneg (norm_nonneg Y) (norm_nonneg (Y * T i)))]
            apply Real.sqrt_le_sqrt
            have h4 := mul_le_mul h1 h2 (norm_nonneg _)
              (mul_nonneg (norm_nonneg Y) (norm_nonneg (T i * star (T j))))
            linarith
          have h5 := mul_le_mul_of_nonneg_right
            (mul_le_mul_of_nonneg_left h3 (Real.sqrt_nonneg K)) hp
          refine h5.trans (le_of_eq ?_)
          rw [hD]; ring
      _ = D * ∑ j, (√‖T i * star (T j)‖ * ∑ k, √‖star (T j) * T k‖) := by
          simp only [Finset.mul_sum]
      _ ≤ D * ∑ j, (√‖T i * star (T j)‖ * a) :=
          mul_le_mul_of_nonneg_left (Finset.sum_le_sum fun j _ =>
            mul_le_mul_of_nonneg_left (ha j) (Real.sqrt_nonneg _)) hD0
      _ = D * ((∑ j, √‖T i * star (T j)‖) * a) := by rw [Finset.sum_mul]
      _ ≤ D * (b * a) :=
          mul_le_mul_of_nonneg_left (mul_le_mul_of_nonneg_right (hb i) ha0) hD0
      _ = _ := by rw [hD]; ring

/-- A constant prefactor is invisible in the growth rate: if `s ^ (n+1) ≤ C m ^ n` whenever
`n + 1` is a power of two, and `m ≥ 0`, then `s ≤ m`. -/
theorem le_of_power_growth {s m C : ℝ} (hm : 0 ≤ m)
    (h : ∀ k n : ℕ, n + 1 = 2 ^ k → s ^ (n + 1) ≤ C * m ^ n) : s ≤ m := by
  by_contra! hlt
  have hs : 0 < s := hm.trans_lt hlt
  have hC : 0 < C := by
    have h0 := h 0 0 (by norm_num)
    norm_num at h0
    linarith
  have hq : m / s < 1 := (div_lt_one hs).2 hlt
  obtain ⟨N, hN⟩ := exists_pow_lt_of_lt_one (div_pos hs hC) hq
  obtain ⟨n, hn⟩ : ∃ n, n + 1 = 2 ^ N := ⟨2 ^ N - 1, Nat.sub_add_cancel Nat.one_le_two_pow⟩
  have hNn : N ≤ n := by
    have : N < 2 ^ N := Nat.lt_two_pow_self
    omega
  have h1 := (pow_le_pow_of_le_one (div_nonneg hm hs.le) hq.le hNn).trans_lt hN
  rw [div_pow, div_lt_iff₀ (pow_pos hs n), div_mul_eq_mul_div, lt_div_iff₀ hC] at h1
  have h2 := h N n hn
  rw [pow_succ] at h2
  linarith

/-- In a ring whose norm satisfies `‖x* x‖ = ‖x‖²`, the norm of the power `2 ^ k` of a self-adjoint
`H` is that power of the norm. -/
theorem norm_pow_two_pow [CStarRing R] {H : R} (hH : star H = H) (k : ℕ) :
    ‖H ^ (2 ^ k)‖ = ‖H‖ ^ (2 ^ k) := by
  induction k with
  | zero => simp
  | succ k ih =>
    have h := CStarRing.norm_star_mul_self (x := H ^ (2 ^ k))
    rw [star_pow, hH] at h
    rw [pow_succ (2 : ℕ) k, pow_mul, pow_mul, sq, h, ih, sq]

/-- **Cotlar-Stein bound.** In a ring whose norm satisfies `‖x* x‖ = ‖x‖²`, the norm of a finite
nonempty sum of elements `Tᵢ` is at most the geometric mean of the overlap bounds of the products
`Tᵢ Tⱼ*` and `Tᵢ* Tⱼ`. -/
theorem cotlar_stein [CStarRing R] [Nonempty ι] (T : ι → R) :
    ‖∑ i, T i‖ ≤ √(overlapBound (fun i j => T i * star (T j)) *
      overlapBound (fun i j => star (T i) * T j)) := by
  have hb : ∀ i, ∑ j, √‖T i * star (T j)‖ ≤ overlapBound (fun i j => T i * star (T j)) :=
    fun i => Finset.le_sup' (fun i => ∑ j, √‖T i * star (T j)‖) (Finset.mem_univ i)
  have ha : ∀ i, ∑ j, √‖star (T i) * T j‖ ≤ overlapBound (fun i j => star (T i) * T j) :=
    fun i => Finset.le_sup' (fun i => ∑ j, √‖star (T i) * T j‖) (Finset.mem_univ i)
  have hK : ∀ i, ‖T i‖ ≤ ∑ j, ‖T j‖ := fun i =>
    Finset.single_le_sum (f := fun j => ‖T j‖) (fun j _ => norm_nonneg _) (Finset.mem_univ i)
  obtain ⟨i₀⟩ := ‹Nonempty ι›
  have hb0 := (Finset.sum_nonneg fun j _ => Real.sqrt_nonneg _).trans (hb i₀)
  have ha0 := (Finset.sum_nonneg fun j _ => Real.sqrt_nonneg _).trans (ha i₀)
  apply Real.le_sqrt_of_sq_le
  rw [sq, ← CStarRing.norm_star_mul_self]
  -- compare high powers of the self-adjoint element `S* S`
  refine le_of_power_growth (C := ∑ i, √(∑ j, ‖T j‖) *
    √(‖star (∑ j, T j)‖ * ‖star (∑ j, T j) * T i‖)) (mul_nonneg hb0 ha0) fun k n hn => ?_
  have expand : ∀ X P : R, X * (∑ i, T i) * P = ∑ i, X * T i * P := by
    intro X P
    rw [Finset.mul_sum, Finset.sum_mul]
  rw [hn, ← norm_pow_two_pow (by rw [star_mul, star_star]), ← hn, pow_succ', expand,
    Finset.sum_mul]
  exact (norm_sum_le _ _).trans
    (Finset.sum_le_sum fun i _ => chain_bound T hK ha hb n _ i)

variable {n : Type*} [Fintype n] [DecidableEq n]

/-- For a nonempty finite family of Hermitian matrices, the operator norm of the sum is at most
the maximum over `i` of `∑ⱼ √‖Aᵢ Aⱼ‖`. -/
theorem cotlar_stein_hermitian [Nonempty ι] (A : ι → Matrix n n ℂ)
    (hA : ∀ i, (A i).IsHermitian) :
    ‖∑ i, A i‖ ≤ Finset.univ.sup' Finset.univ_nonempty fun i => ∑ j, √‖A i * A j‖ := by
  have hs : ∀ i, star (A i) = A i := fun i => (hA i).eq
  have h := cotlar_stein A
  simp only [hs] at h
  have h0 : 0 ≤ overlapBound (fun i j => A i * A j) := by
    obtain ⟨i⟩ := ‹Nonempty ι›
    exact (Finset.sum_nonneg fun j _ => Real.sqrt_nonneg _).trans
      (Finset.le_sup' (fun i => ∑ j, √‖A i * A j‖) (Finset.mem_univ i))
  rw [Real.sqrt_mul_self h0] at h
  exact h

/-- If the products of different Hermitian terms vanish, the norm of their sum is exactly the
largest norm of a single term. -/
theorem norm_sum_orthogonal [Nonempty ι] (A : ι → Matrix n n ℂ)
    (hA : ∀ i, (A i).IsHermitian) (hO : ∀ i j, i ≠ j → A i * A j = 0) :
    ‖∑ i, A i‖ = Finset.univ.sup' Finset.univ_nonempty fun i => ‖A i‖ := by
  have hsq : ∀ i, ‖A i * A i‖ = ‖A i‖ * ‖A i‖ := by
    intro i
    have h := CStarRing.norm_star_mul_self (x := A i)
    rwa [show star (A i) = A i from (hA i).eq] at h
  apply le_antisymm
  · refine (cotlar_stein_hermitian A hA).trans (Finset.sup'_le _ _ fun i _ => ?_)
    rw [Finset.sum_eq_single i (fun j _ hj => by simp [hO i j hj.symm]) (by simp), hsq,
      Real.sqrt_mul_self (norm_nonneg _)]
    exact Finset.le_sup' (fun i => ‖A i‖) (Finset.mem_univ i)
  · refine Finset.sup'_le _ _ fun i _ => ?_
    -- multiplying the sum by one term singles out that term
    have h1 : A i * ∑ j, A j = A i * A i := by
      rw [Finset.mul_sum]
      exact Finset.sum_eq_single i (fun j _ hj => hO i j hj.symm) (by simp)
    have h2 := norm_mul_le (A i) (∑ j, A j)
    rw [h1, hsq] at h2
    rcases (norm_nonneg (A i)).eq_or_lt with h | h
    · rw [← h]; exact norm_nonneg _
    · exact le_of_mul_le_mul_left h2 h

/-- Level projectors weighted by real energies `E i` are Hermitian, and the products of
different ones vanish. -/
theorem norm_sum_orthogonal_witness (E : n → ℝ) :
    (∀ i, (Matrix.diagonal fun k => if k = i then (E i : ℂ) else 0).IsHermitian) ∧
    ∀ i j, i ≠ j → (Matrix.diagonal fun k => if k = i then (E i : ℂ) else 0) *
      (Matrix.diagonal fun k => if k = j then (E j : ℂ) else 0) = 0 := by
  constructor
  · intro i
    rw [Matrix.IsHermitian, Matrix.diagonal_conjTranspose]
    congr 1
    funext k
    by_cases hk : k = i <;> simp [hk]
  · intro i j hij
    rw [Matrix.diagonal_mul_diagonal, ← Matrix.diagonal_zero]
    congr 1
    funext k
    by_cases hk : k = i <;> simp [hk, hij]

/-- If the Hermitian terms of a nonempty finite family have norm at most `h` and each has a nonzero
product with at most `k` terms, itself included, then their sum has norm at most `k h`, whatever the
size of the family. -/
theorem norm_sum_few_overlaps [Nonempty ι] (A : ι → Matrix n n ℂ)
    (hA : ∀ i, (A i).IsHermitian) (nb : ι → Finset ι) (k : ℕ) (h : ℝ)
    (hh : ∀ i, ‖A i‖ ≤ h) (hnb : ∀ i j, j ∉ nb i → A i * A j = 0)
    (hk : ∀ i, (nb i).card ≤ k) : ‖∑ i, A i‖ ≤ k * h := by
  refine (cotlar_stein_hermitian A hA).trans (Finset.sup'_le _ _ fun i _ => ?_)
  have h0 : 0 ≤ h := (norm_nonneg _).trans (hh i)
  have h1 : ∑ j ∈ nb i, √‖A i * A j‖ = ∑ j, √‖A i * A j‖ :=
    Finset.sum_subset (Finset.subset_univ _) fun j _ hj => by simp [hnb i j hj]
  have h2 : ∀ j ∈ nb i, √‖A i * A j‖ ≤ h := fun j _ => by
    refine Real.sqrt_le_iff.2 ⟨h0, (norm_mul_le _ _).trans ?_⟩
    rw [sq]
    exact mul_le_mul (hh i) (hh j) (norm_nonneg _) h0
  have h3 := Finset.sum_le_card_nsmul (nb i) _ h h2
  rw [nsmul_eq_mul] at h3
  rw [← h1]
  exact h3.trans (mul_le_mul_of_nonneg_right (by exact_mod_cast hk i) h0)

/-- The Pauli matrix `Z` of one spin. -/
def pauliZ : Matrix (Fin 2) (Fin 2) ℂ := Matrix.diagonal ![1, -1]

/-- Disjoint supports are not orthogonality: the fields `Z ⊗ 1` and `1 ⊗ Z` on two different
spins have norm one each, and their sum has norm two. -/
theorem disjoint_supports_accumulate :
    ‖pauliZ ⊗ₖ (1 : Matrix (Fin 2) (Fin 2) ℂ)‖ = 1 ∧
    ‖(1 : Matrix (Fin 2) (Fin 2) ℂ) ⊗ₖ pauliZ‖ = 1 ∧
    ‖pauliZ ⊗ₖ (1 : Matrix (Fin 2) (Fin 2) ℂ) + 1 ⊗ₖ pauliZ‖ = 2 := by
  have key : ∀ (v : Fin 2 × Fin 2 → ℂ) (c : ℝ), (∀ p, ‖v p‖ ≤ c) → ‖v (0, 0)‖ = c →
      ‖Matrix.diagonal v‖ = c := by
    intro v c hv hc
    rw [Matrix.l2_opNorm_diagonal]
    refine le_antisymm ((pi_norm_le_iff_of_nonneg (hc ▸ norm_nonneg _)).2 hv) ?_
    rw [← hc]
    exact norm_le_pi_norm v (0, 0)
  have e1 : pauliZ ⊗ₖ (1 : Matrix (Fin 2) (Fin 2) ℂ)
      = Matrix.diagonal fun p => (![1, -1] : Fin 2 → ℂ) p.1 := by
    ext ⟨a, b⟩ ⟨c, d⟩
    fin_cases a <;> fin_cases b <;> fin_cases c <;> fin_cases d <;>
      simp [pauliZ, Matrix.kroneckerMap_apply]
  have e2 : (1 : Matrix (Fin 2) (Fin 2) ℂ) ⊗ₖ pauliZ
      = Matrix.diagonal fun p => (![1, -1] : Fin 2 → ℂ) p.2 := by
    ext ⟨a, b⟩ ⟨c, d⟩
    fin_cases a <;> fin_cases b <;> fin_cases c <;> fin_cases d <;>
      simp [pauliZ, Matrix.kroneckerMap_apply]
  rw [e1, e2, Matrix.diagonal_add]
  refine ⟨key _ _ ?_ (by simp), key _ _ ?_ (by simp), key _ _ ?_ (by norm_num)⟩ <;>
    rintro ⟨a, b⟩ <;> fin_cases a <;> fin_cases b <;> norm_num

end

end CotlarStein
```

```lean
#print axioms CotlarStein.cotlar_stein_hermitian
#print axioms CotlarStein.norm_sum_orthogonal
#print axioms CotlarStein.norm_sum_few_overlaps
#print axioms CotlarStein.disjoint_supports_accumulate
```

```
'CotlarStein.cotlar_stein_hermitian' depends on axioms: [propext, Classical.choice, Quot.sound]
'CotlarStein.norm_sum_orthogonal' depends on axioms: [propext, Classical.choice, Quot.sound]
'CotlarStein.norm_sum_few_overlaps' depends on axioms: [propext, Classical.choice, Quot.sound]
'CotlarStein.disjoint_supports_accumulate' depends on axioms: [propext, Classical.choice, Quot.sound]
```

## From the estimates to the Lean proof

`chain_bound` is the induction on long products. Its statement quantifies over `Y` and `i` after fixing `n`, so the induction hypothesis `ih` can be applied to the lengthened left factor. Inside, `expand` produces the double sum, `h1` and `h2` are the two groupings, and `h3` combines them under the root. The `calc` block then sums over `k` and `j`.

`norm_pow_two_pow` is the doubling argument. `le_of_power_growth` removes the prefactor: assuming `m < s`, it chooses `N` with \((m/s)^N<s/C\) and uses the exponent \(n=2^N-1\ge N\) to reach a contradiction. `cotlar_stein` joins these results, taking \(K=\sum_j\|T_j\|\). The Hermitian version replaces each adjoint by the matrix itself, and the root of a square becomes the bound.

`norm_sum_orthogonal` proves the two inequalities separately and joins them with `le_antisymm`. `norm_sum_orthogonal_witness` checks its conditions for level projectors weighted by real energies, entry by entry. In `norm_sum_few_overlaps`, the set `nb i` must contain every label whose term has a nonzero product with `A i`; `h1` restricts the row sum to that set and `h2` bounds each entry.

`disjoint_supports_accumulate` writes the two spin fields and their sum as diagonal matrices. Its auxiliary statement `key` finds each norm from a bound on all diagonal entries that is attained at `(0, 0)`, the state with both spins up.
